# For complementary PAW orbitals, pair densities interact through three terms plus two mixed terms

Let $G$ be a finite grid. Each orbital $a$ has a smooth part $\tilde\psi_a$, a one-centre all-electron part $\psi^1_a$ and a one-centre smooth part $\tilde\psi^1_a$, all complex functions on $G$, and the all-electron orbital is
$$\psi_a=\tilde\psi_a+\psi^1_a-\tilde\psi^1_a .$$
The orbitals are *complementary* if at each point either $\tilde\psi_a=\tilde\psi^1_a$ for all $a$, or $\psi^1_a=\tilde\psi^1_a$ for all $a$. The first case represents the inside of the augmentation spheres with a complete partial-wave expansion, the second the region outside them.

Pair densities are $n_{ab}(r)=\overline{\psi_a(r)}\,\psi_b(r)$, and $\tilde n_{ab}$, $n^1_{ab}$, $\tilde n^1_{ab}$ are built likewise from the three parts. A kernel $K$ defines $W(f,g)=\sum_{r,s}f(r)K(r,s)g(s)$, with no further conjugation, and the potential $V_f(r)=\sum_s K(r,s)f(s)$. Grid weights are absorbed into $K$ and into local potentials.

## From orbitals to interactions

Where $\tilde\psi=\tilde\psi^1$, we have $\psi=\psi^1$ and $\tilde n_{ab}=\tilde n^1_{ab}$. Where $\psi^1=\tilde\psi^1$, we have $\psi=\tilde\psi$ and $n^1_{ab}=\tilde n^1_{ab}$. In both cases
$$n_{ab}=\tilde n_{ab}+n^1_{ab}-\tilde n^1_{ab}.$$
Multiplying by a local potential $v(r)$ and summing gives the three-term rule for its matrix elements.

For the interaction, write $n=t+o-u$, $x=t-u$ and $y=o-u$, so that $n=u+x+y$, and use primes for a second density. Then $W(n,n')$ has nine terms. The three-term form
$$W(u+x,u'+x')+W(u+y,u'+y')-W(u,u')$$
contains all of them except $W(x,y')$ and $W(y,x')$. These are the mixed terms.

With $t=\tilde n_{ab}$, $o=n^1_{ab}$, $u=\tilde n^1_{ab}$, and the primed densities built from $c,d$, a diagonal kernel gives $W(x,y')=\sum_r K(r,r)x(r)y'(r)$. At each point one factor vanishes, and the same holds for $W(y,x')$.

For a symmetric nonlocal kernel, add charges $Q_{ab}$ to both $t$ and $u$. Then $x$ is unchanged and $y=n^1_{ab}-\tilde n^1_{ab}-Q_{ab}$. Suppose $V_y(r)=0$ for every pair wherever some $\tilde\psi_a$ differs from $\tilde\psi^1_a$. Then $W(x,y')=\sum_r x(r)V_{y'}(r)=0$, since $x$ vanishes at the other points. By symmetry $W(y,x')=W(x',y)=0$ too, and the three-term form is exact.

## Orbitals and pair densities in Lean

```lean
import Mathlib

open scoped ComplexConjugate

namespace PAWPairDensities

noncomputable section
```

The grid is `G` and the orbital labels form `ι`, which may be infinite.

```lean
/-- The three families of orbitals of a PAW calculation on a grid `G`: smooth orbitals,
one-centre all-electron parts and one-centre smooth parts. -/
structure Orbitals (G ι : Type*) where
  smooth : ι → G → ℂ
  ae1 : ι → G → ℂ
  smooth1 : ι → G → ℂ
```

The fields are $\tilde\psi$, $\psi^1$ and $\tilde\psi^1$. One-centre parts are functions on the whole grid, with no separation by atom.

```lean
variable {G ι : Type*}

/-- The all-electron orbital: smooth orbital plus one-centre all-electron part minus
one-centre smooth part. -/
def Orbitals.full (P : Orbitals G ι) (a : ι) (r : G) : ℂ :=
  P.smooth a r + P.ae1 a r - P.smooth1 a r

/-- At each grid point either all smooth orbitals equal their one-centre smooth parts, or
all one-centre all-electron parts equal the one-centre smooth parts. -/
def Orbitals.Complementary (P : Orbitals G ι) : Prop :=
  ∀ r, (∀ a, P.smooth a r = P.smooth1 a r) ∨ (∀ a, P.ae1 a r = P.smooth1 a r)
```

The choice may vary from point to point, but at each point it is common to all orbitals.

```lean
/-- The pair density of orbitals `a` and `b`: the conjugate of the first times the second. -/
def pairDensity (φ : ι → G → ℂ) (a b : ι) (r : G) : ℂ :=
  conj (φ a r) * φ b r
```

The proof of the density rule splits on the two alternatives; `simp only` substitutes the equal orbitals and `ring` finishes the algebra.

```lean
/-- For complementary orbitals, all-electron pair densities are the smooth ones plus the one-centre
all-electron ones minus the one-centre smooth ones. -/
theorem pairDensity_full {P : Orbitals G ι} (h : P.Complementary) (a b : ι) :
    pairDensity P.full a b =
      pairDensity P.smooth a b + pairDensity P.ae1 a b - pairDensity P.smooth1 a b := by
  funext r
  -- in either region two of the three orbital families coincide
  rcases h r with h | h
  · simp only [pairDensity, Orbitals.full, Pi.add_apply, Pi.sub_apply, h, map_add, map_sub]
    ring
  · simp only [pairDensity, Orbitals.full, Pi.add_apply, Pi.sub_apply, h, map_add, map_sub]
    ring
```

## Local potentials and bilinear kernels

From here on the grid is finite.

```lean
variable [Fintype G]

/-- The matrix element of a local potential `v` between orbitals `a` and `b`. -/
def localElement (v : G → ℂ) (φ : ι → G → ℂ) (a b : ι) : ℂ :=
  ∑ r, conj (φ a r) * (v r * φ b r)

/-- The bilinear interaction of two densities through the kernel `K`. -/
def interaction (K : Matrix G G ℂ) (f g : G → ℂ) : ℂ :=
  ∑ r, ∑ s, f r * K r s * g s

/-- The potential that the density `f` produces at the point `r` through the kernel `K`. -/
def potential (K : Matrix G G ℂ) (f : G → ℂ) (r : G) : ℂ :=
  ∑ s, K r s * f s
```

The next proof compares the sums point by point and multiplies the density identity by `v r`.

```lean
/-- For complementary orbitals, matrix elements of a local potential between all-electron orbitals
have the three-term PAW form. -/
theorem localElement_full {P : Orbitals G ι} (h : P.Complementary) (v : G → ℂ) (a b : ι) :
    localElement v P.full a b =
      localElement v P.smooth a b + localElement v P.ae1 a b
        - localElement v P.smooth1 a b := by
  simp only [localElement, ← Finset.sum_add_distrib, ← Finset.sum_sub_distrib]
  refine Finset.sum_congr rfl fun r _ => ?_
  have hn := congrFun (pairDensity_full h a b) r
  simp only [pairDensity, Pi.add_apply, Pi.sub_apply] at hn
  linear_combination v r * hn
```

The nine-term expansion needs no hypothesis on the densities or the kernel.

```lean
/-- The interaction of two densities of the form `t + o - u` is a three-term form plus two
mixed terms between the differences `t - u` and `o - u`. -/
theorem interaction_split (K : Matrix G G ℂ) (t o u t' o' u' : G → ℂ) :
    interaction K (t + o - u) (t' + o' - u') =
      interaction K t t' + interaction K o o' - interaction K u u'
        + interaction K (t - u) (o' - u') + interaction K (o - u) (t' - u') := by
  simp only [interaction, ← Finset.sum_add_distrib, ← Finset.sum_sub_distrib]
  refine Finset.sum_congr rfl fun r _ => Finset.sum_congr rfl fun s _ => ?_
  simp only [Pi.add_apply, Pi.sub_apply]
  ring
```

Inserting the density rule gives the result for orbitals.

```lean
/-- For complementary orbitals, the interaction of two all-electron pair densities is the three-term
PAW form plus two mixed terms. -/
theorem interaction_full {P : Orbitals G ι} (h : P.Complementary) (K : Matrix G G ℂ)
    (a b c d : ι) :
    interaction K (pairDensity P.full a b) (pairDensity P.full c d) =
      interaction K (pairDensity P.smooth a b) (pairDensity P.smooth c d)
        + interaction K (pairDensity P.ae1 a b) (pairDensity P.ae1 c d)
        - interaction K (pairDensity P.smooth1 a b) (pairDensity P.smooth1 c d)
        + interaction K (pairDensity P.smooth a b - pairDensity P.smooth1 a b)
            (pairDensity P.ae1 c d - pairDensity P.smooth1 c d)
        + interaction K (pairDensity P.ae1 a b - pairDensity P.smooth1 a b)
            (pairDensity P.smooth c d - pairDensity P.smooth1 c d) := by
  rw [pairDensity_full h a b, pairDensity_full h c d, interaction_split]
```

Diagonality is the hypothesis `hK`. Off-diagonal summands vanish by it, diagonal ones by complementarity.

```lean
/-- For complementary orbitals and a diagonal kernel, each of the two mixed terms vanishes. -/
theorem mixed_eq_zero {P : Orbitals G ι} (h : P.Complementary) {K : Matrix G G ℂ}
    (hK : ∀ r s, r ≠ s → K r s = 0) (a b c d : ι) :
    interaction K (pairDensity P.smooth a b - pairDensity P.smooth1 a b)
        (pairDensity P.ae1 c d - pairDensity P.smooth1 c d) = 0 ∧
      interaction K (pairDensity P.ae1 a b - pairDensity P.smooth1 a b)
        (pairDensity P.smooth c d - pairDensity P.smooth1 c d) = 0 := by
  constructor <;>
  · refine Finset.sum_eq_zero fun r _ => Finset.sum_eq_zero fun s _ => ?_
    by_cases hrs : r = s
    · subst hrs
      -- at a single point one of the two differences is zero
      rcases h r with h | h <;> simp [pairDensity, h]
    · simp [hK r s hrs]

/-- For complementary orbitals and a diagonal kernel, the interaction of all-electron pair densities
has exactly the three-term PAW form. -/
theorem interaction_diagonal {P : Orbitals G ι} (h : P.Complementary) {K : Matrix G G ℂ}
    (hK : ∀ r s, r ≠ s → K r s = 0) (a b c d : ι) :
    interaction K (pairDensity P.full a b) (pairDensity P.full c d) =
      interaction K (pairDensity P.smooth a b) (pairDensity P.smooth c d)
        + interaction K (pairDensity P.ae1 a b) (pairDensity P.ae1 c d)
        - interaction K (pairDensity P.smooth1 a b) (pairDensity P.smooth1 c d) := by
  obtain ⟨h1, h2⟩ := mixed_eq_zero h hK a b c d
  rw [interaction_full h, h1, h2, add_zero, add_zero]
```

## Compensation charges for nonlocal kernels

The condition on $Q$ is assumed, not derived. For the Coulomb kernel it stands for matching multipole moments: a charge distribution confined to a sphere, with all moments zero, produces no potential outside it.

```lean
/-- The charges `Q` compensate: wherever some smooth orbital differs from its one-centre smooth
part, the one-centre all-electron minus smooth pair densities, less `Q`, give no potential there. -/
def Compensates (P : Orbitals G ι) (K : Matrix G G ℂ) (Q : ι → ι → G → ℂ) : Prop :=
  ∀ r, (∃ a, P.smooth a r ≠ P.smooth1 a r) → ∀ a b,
    potential K (pairDensity P.ae1 a b - (pairDensity P.smooth1 a b + Q a b)) r = 0
```

In the proof, `comm` is the symmetry of $W$, `key` shows that a mixed term vanishes, and `e` inserts $Q-Q$ into the density.

```lean
/-- For complementary orbitals and a symmetric kernel, the three-term form is exact once
compensation charges are added to both the smooth and the one-centre smooth pair densities. -/
theorem interaction_compensated {P : Orbitals G ι} (h : P.Complementary)
    {K : Matrix G G ℂ} (hK : ∀ r s, K r s = K s r) {Q : ι → ι → G → ℂ}
    (hQ : Compensates P K Q) (a b c d : ι) :
    interaction K (pairDensity P.full a b) (pairDensity P.full c d) =
      interaction K (pairDensity P.smooth a b + Q a b) (pairDensity P.smooth c d + Q c d)
        + interaction K (pairDensity P.ae1 a b) (pairDensity P.ae1 c d)
        - interaction K (pairDensity P.smooth1 a b + Q a b)
            (pairDensity P.smooth1 c d + Q c d) := by
  have comm : ∀ f g : G → ℂ, interaction K f g = interaction K g f := by
    intro f g
    unfold interaction
    rw [Finset.sum_comm]
    refine Finset.sum_congr rfl fun r _ => Finset.sum_congr rfl fun s _ => ?_
    rw [hK s r]
    ring
  -- the mixed term is a density times a potential, and one of them is zero at each point
  have key : ∀ i j k l, interaction K (pairDensity P.smooth i j - pairDensity P.smooth1 i j)
      (pairDensity P.ae1 k l - (pairDensity P.smooth1 k l + Q k l)) = 0 := by
    intro i j k l
    refine Finset.sum_eq_zero fun r _ => ?_
    simp only [mul_assoc, ← Finset.mul_sum]
    by_cases hr : ∃ x, P.smooth x r ≠ P.smooth1 x r
    · have hp := hQ r hr k l
      unfold potential at hp
      rw [hp, mul_zero]
    · have hs : ∀ x, P.smooth x r = P.smooth1 x r :=
        fun x => by_contra fun hx => hr ⟨x, hx⟩
      simp [pairDensity, hs]
  -- adding and subtracting the compensation charge leaves the density unchanged
  have e : ∀ i j, pairDensity P.full i j = (pairDensity P.smooth i j + Q i j)
      + pairDensity P.ae1 i j - (pairDensity P.smooth1 i j + Q i j) := by
    intro i j
    rw [pairDensity_full h i j]
    abel
  rw [e a b, e c d, interaction_split, add_sub_add_right_eq_sub, add_sub_add_right_eq_sub,
    key a b c d, comm _ (pairDensity P.smooth c d - pairDensity P.smooth1 c d),
    key c d a b, add_zero, add_zero]
```

In a PAW calculation of Hartree or exchange energies, the term with $\tilde n+Q$ is typically evaluated on a regular grid, often by a Fourier-space Poisson solve, and the one-centre terms on radial grids around each atom. The theorem covers the exact finite-grid identity with the one-centre parts of all atoms taken together; the separation into one term per atom is not proved here. Truncated partial-wave expansions satisfy complementarity only approximately.

## Three points with a nonlocal kernel

```lean
/-- One orbital on three points: the smooth orbital lives on the last point, the one-centre
all-electron part on the first, and the one-centre smooth part is zero. -/
def model : Orbitals (Fin 3) Unit where
  smooth := fun _ => ![0, 0, 1]
  ae1 := fun _ => ![1, 0, 0]
  smooth1 := fun _ => ![0, 0, 0]

/-- A symmetric nonlocal kernel on three points: 2 on the diagonal and 1 elsewhere. -/
def modelKernel : Matrix (Fin 3) (Fin 3) ℂ := !![2, 1, 1; 1, 2, 1; 1, 1, 2]
```

Here $\psi=(1,0,1)$ and $n=(1,0,1)$, so $W(n,n)=6$. The uncompensated three-term form gives $2+2-0=4$, and the mixed terms supply the missing $1+1$. For the normalised orbital $\psi/\sqrt2$, with all parts scaled alike, the values are $3/2$ and $1$.

```lean
/-- For the nonlocal model kernel the full interaction is 6, while the three-term form
without compensation charges gives 4. -/
theorem three_term_fails :
    interaction modelKernel (pairDensity model.full () ()) (pairDensity model.full () ()) = 6 ∧
      interaction modelKernel (pairDensity model.smooth () ()) (pairDensity model.smooth () ())
        + interaction modelKernel (pairDensity model.ae1 () ()) (pairDensity model.ae1 () ())
        - interaction modelKernel (pairDensity model.smooth1 () ())
            (pairDensity model.smooth1 () ()) = 4 := by
  constructor <;>
    simp [interaction, pairDensity, Orbitals.full, model, modelKernel, Fin.sum_univ_three] <;>
    norm_num
```

With $Q=(0,1,0)$ the compensated difference is $(1,-1,0)$. It is nonzero, yet its potential at the last point is $1-1=0$. Only there does the smooth orbital differ from its one-centre smooth part, so the condition holds.

```lean
/-- The model orbitals are complementary, the model kernel is symmetric, and a unit charge
on the middle point compensates. -/
theorem compensation_witness :
    model.Complementary ∧ (∀ r s, modelKernel r s = modelKernel s r) ∧
      Compensates model modelKernel (fun _ _ => ![0, 1, 0]) := by
  refine ⟨?_, ?_, ?_⟩
  · intro r
    fin_cases r <;> simp [model]
  · intro r s
    fin_cases r <;> fin_cases s <;> simp [modelKernel]
  · rintro r ⟨x, hx⟩ a b
    fin_cases r
    · exact (hx (by simp [model])).elim
    · exact (hx (by simp [model])).elim
    · simp only [potential, Fin.sum_univ_three, Pi.sub_apply, Pi.add_apply, pairDensity]
      simp [model, modelKernel]

end

end PAWPairDensities
```

```lean
#print axioms PAWPairDensities.interaction_full
#print axioms PAWPairDensities.interaction_diagonal
#print axioms PAWPairDensities.interaction_compensated
#print axioms PAWPairDensities.three_term_fails
```

```
'PAWPairDensities.interaction_full' depends on axioms: [propext, Classical.choice, Quot.sound]
'PAWPairDensities.interaction_diagonal' depends on axioms: [propext, Classical.choice, Quot.sound]
'PAWPairDensities.interaction_compensated' depends on axioms: [propext, Classical.choice, Quot.sound]
'PAWPairDensities.three_term_fails' depends on axioms: [propext, Classical.choice, Quot.sound]
```
